# The Hagen-Rubens law for a Drude metal: (1 − R)/√w tends to 2√(2g)/wp at low frequency

If a metal's reflectivity R is set to 1 at low frequency, its absorption disappears from the calculation. If the absorbed fraction 1 − R is instead extrapolated to zero linearly in the frequency w, it is underestimated by a factor that grows without bound as w → 0. For light at normal incidence from vacuum on a Drude metal with plasma frequency wp > 0 and collision rate g > 0, the correct leading behaviour is a square root:

(1 − R(w))/√w → 2√(2g)/wp as w → 0⁺.

This gives a form in which a measured or computed reflectivity spectrum can be extended to w = 0, for instance for a Kramers-Kronig analysis, provided that the metal responds locally and with a single constant collision rate, and that the extension starts at a frequency small compared with both g and wp²/g.

```lean
import Mathlib

open Filter Topology

namespace HagenRubens

noncomputable section
```

## The metal and its reflectivity

Light of angular frequency w falls at normal incidence from vacuum on a non-magnetic metal that fills a half-space. Whatever is not reflected is absorbed. The dielectric function is

ε(w) = 1 − wp²/(w² + i g w).

Here wp² measures the density of free carriers divided by their mass, and g is the rate at which collisions relax the current. The sign of i g w belongs to the time dependence exp(−iwt), for which absorption means Im ε > 0. In Lean the three parameters are real numbers and the value is complex.

```lean
/-- The Drude dielectric function with plasma frequency `wp` and collision rate `g`. -/
def drudeEps (wp g w : ℝ) : ℂ :=
  1 - (wp : ℂ) ^ 2 / ((w : ℂ) ^ 2 + Complex.I * g * w)
```

The refractive index N is a square root of ε. Of the two roots ±N, the one with positive real part is chosen, and `IsIndex ε N` states both conditions.

```lean
/-- `N` is the complex refractive index of a medium with dielectric constant `ε`:
the square root of `ε` with positive real part. -/
def IsIndex (ε N : ℂ) : Prop := N ^ 2 = ε ∧ 0 < N.re
```

The Fresnel amplitude at normal incidence is (N − 1)/(N + 1) up to a sign convention, and R is its squared modulus.

```lean
/-- Normal-incidence reflectivity of a surface between vacuum and a medium of index `N`. -/
def reflectivity (N : ℂ) : ℝ := ‖(N - 1) / (N + 1)‖ ^ 2
```

The root can also be written out. For a complex number z that is not a real number ≤ 0, put

n = √((|z| + Re z)/2), k = Im z/(2n).

The candidate for the index is then n + i k.

```lean
/-- An explicit formula in the modulus, real and imaginary part of `z`. It gives the square root of
`z` with positive real part, except when `z` is real and `z ≤ 0`, where its value is `0`. -/
def explicitIndex (z : ℂ) : ℂ :=
  ⟨√((‖z‖ + z.re) / 2), z.im / (2 * √((‖z‖ + z.re) / 2))⟩
```

The static conductivity, with vacuum permittivity ε₀ (`e0` in the code), is σ₀ = ε₀ wp²/g.

```lean
/-- The static conductivity of the Drude metal, with vacuum permittivity `e0`. -/
def dcConductivity (e0 wp g : ℝ) : ℝ := e0 * wp ^ 2 / g
```

## The absorbed fraction in terms of the index

If Re N > 0, then Re(N + 1) > 1, so N + 1 is not zero and the Fresnel amplitude is well defined.

```lean
/-- The denominator of the Fresnel amplitude does not vanish when `Re N > 0`. -/
theorem norm_add_one_pos {N : ℂ} (h : 0 < N.re) : 0 < ‖N + 1‖ := by
  refine norm_pos_iff.mpr fun h0 => ?_
  have h1 := congrArg Complex.re h0
  simp only [Complex.add_re, Complex.one_re, Complex.zero_re] at h1
  linarith
```

Expanding the squared moduli gives

|N + 1|² − |N − 1|² = 4 Re N.

Dividing by |N + 1|² gives

1 − R = 4 Re N/|N + 1|².

The Lean proof establishes the difference of squares from real and imaginary parts as `h2`, then clears the denominator.

```lean
/-- The fraction of light that is not reflected is `4 Re N / |N + 1|²`. -/
theorem one_sub_reflectivity {N : ℂ} (h : 0 < N.re) :
    1 - reflectivity N = 4 * N.re / ‖N + 1‖ ^ 2 := by
  have h1 : ‖N + 1‖ ^ 2 ≠ 0 := pow_ne_zero 2 (norm_add_one_pos h).ne'
  have h2 : ‖N + 1‖ ^ 2 - ‖N - 1‖ ^ 2 = 4 * N.re := by
    rw [Complex.sq_norm, Complex.sq_norm, Complex.normSq_apply, Complex.normSq_apply]
    simp only [Complex.add_re, Complex.sub_re, Complex.add_im, Complex.sub_im,
      Complex.one_re, Complex.one_im]
    ring
  rw [reflectivity, norm_div, div_pow, eq_div_iff h1, sub_mul, div_mul_cancel₀ _ h1, one_mul]
  exact h2
```

## The square root with positive real part

Write N = n + i k and N² = z. Then

|z| = n² + k², Re z = n² − k²,

and half the sum is n². If n ≥ 0, it follows that

Re N = √((|z| + Re z)/2).

Allowing n = 0 costs nothing, since `Real.sqrt_sq` only asks for a non-negative number.

```lean
/-- The real part of a square root of `z` in the closed right half-plane, in terms of `z`. -/
theorem re_of_sq {N z : ℂ} (h : N ^ 2 = z) (hN : 0 ≤ N.re) :
    N.re = √((‖z‖ + z.re) / 2) := by
  subst h
  have h1 : (‖N ^ 2‖ + (N ^ 2).re) / 2 = N.re ^ 2 := by
    rw [norm_pow, Complex.sq_norm, Complex.normSq_apply, pow_two N, Complex.mul_re]
    ring
  rw [h1, Real.sqrt_sq hN]
```

When Im z ≠ 0, this determines the index completely. In one direction, Im z = 2nk with n > 0 gives k = Im z/(2n), so any index must equal the explicit formula. In the other direction, Im z ≠ 0 implies |z| > |Re z|, hence n > 0. Moreover

k² = (|z|² − (Re z)²)/(4n²) = (|z| − Re z)/2,

so n² − k² = Re z and 2nk = Im z, which together say (n + i k)² = z. In the proof, `hq` is the formula for n² and `hb` the one for k².

```lean
/-- For a dielectric constant with non-zero imaginary part, the refractive index exists,
is unique, and is given by the explicit formula. -/
theorem isIndex_iff {z N : ℂ} (hz : z.im ≠ 0) : IsIndex z N ↔ N = explicitIndex z := by
  constructor
  · rintro ⟨h, hp⟩
    have hr := re_of_sq h hp.le
    apply Complex.ext
    · exact hr
    · change N.im = z.im / (2 * √((‖z‖ + z.re) / 2))
      rw [← hr, eq_div_iff (mul_pos two_pos hp).ne', ← h, pow_two, Complex.mul_im]
      ring
  · rintro rfl
    have hn2 : ‖z‖ ^ 2 = z.re * z.re + z.im * z.im := by
      rw [Complex.sq_norm, Complex.normSq_apply]
    have him : 0 < z.im * z.im := mul_self_pos.mpr hz
    have hpos : 0 < ‖z‖ + z.re := by
      by_contra hc
      have hc' := not_lt.mp hc
      nlinarith [mul_nonneg (show 0 ≤ -z.re - ‖z‖ by linarith)
        (show 0 ≤ ‖z‖ - z.re by linarith [norm_nonneg z])]
    obtain ⟨n, hnd⟩ : ∃ n, n = √((‖z‖ + z.re) / 2) := ⟨_, rfl⟩
    have hn : 0 < n := by rw [hnd]; exact Real.sqrt_pos.mpr (by linarith)
    have hq : n ^ 2 = (‖z‖ + z.re) / 2 := by rw [hnd]; exact Real.sq_sqrt (by linarith)
    have he : explicitIndex z = ⟨n, z.im / (2 * n)⟩ := by rw [hnd]; rfl
    have hb : z.im / (2 * n) * (z.im / (2 * n)) = (‖z‖ - z.re) / 2 := by
      rw [div_mul_div_comm, div_eq_iff (by positivity)]
      linear_combination -hn2 - 2 * (‖z‖ - z.re) * hq
    have hb2 : z.im / (2 * n) * (2 * n) = z.im := div_mul_cancel₀ _ (by positivity)
    rw [he]
    refine ⟨Complex.ext ?_ ?_, hn⟩
    · rw [pow_two, Complex.mul_re]
      change n * n - z.im / (2 * n) * (z.im / (2 * n)) = z.re
      rw [hb]
      linear_combination hq
    · rw [pow_two, Complex.mul_im]
      change n * (z.im / (2 * n)) + z.im / (2 * n) * n = z.im
      linear_combination hb2
```

For the Drude metal at w > 0,

Im ε = wp² g/(w(w² + g²)) > 0,

so an index exists and is unique. Lean reaches Im ε ≠ 0 by contradiction. It starts from

(1 − ε)(w² + i g w) = wp².

If ε were real, the imaginary part would give (1 − ε) g w = 0, hence ε = 1, and the real part would then give wp² = 0. The main theorems accept any function N that satisfies `IsIndex` at positive frequencies, and this result supplies one.

```lean
/-- At every positive frequency the explicit formula gives a refractive index of the
Drude metal. -/
theorem drude_index_witness {wp g w : ℝ} (hwp : 0 < wp) (hg : 0 < g) (hw : 0 < w) :
    IsIndex (drudeEps wp g w) (explicitIndex (drudeEps wp g w)) := by
  refine (isIndex_iff ?_).mpr rfl
  have hd : (w : ℂ) ^ 2 + Complex.I * g * w ≠ 0 := by
    intro h0
    have h1 : g * w = 0 := by simpa [pow_two] using congrArg Complex.im h0
    exact (mul_pos hg hw).ne' h1
  have h : (1 - drudeEps wp g w) * ((w : ℂ) ^ 2 + Complex.I * g * w) = (wp : ℂ) ^ 2 := by
    unfold drudeEps
    rw [sub_sub_cancel, div_mul_cancel₀ _ hd]
  generalize drudeEps wp g w = e at h ⊢
  -- a real dielectric constant would force `wp = 0`
  intro h0
  have hr := congrArg Complex.re h
  have hi := congrArg Complex.im h
  simp only [pow_two, Complex.mul_re, Complex.mul_im, Complex.add_re, Complex.add_im,
    Complex.sub_re, Complex.sub_im, Complex.one_re, Complex.one_im, Complex.ofReal_re,
    Complex.ofReal_im, Complex.I_re, Complex.I_im, h0] at hr hi
  have h1 : (1 - e.re) * (g * w) = 0 := by linear_combination hi
  have h2 : 1 - e.re = 0 := (mul_eq_zero.mp h1).resolve_right (mul_pos hg hw).ne'
  have h3 : wp * wp = 0 := by linear_combination (w * w) * h2 - hr
  exact (mul_pos hwp hwp).ne' h3
```

## The square-root law for a general conductor

Only one feature of the Drude function matters for the limit. Suppose that

w ε(w) → i s with s > 0 as w → 0⁺.

This is the condition for a finite, non-zero static conductivity, with s = σ₀/ε₀. The index itself diverges at low frequency, so it is rescaled: M = √w N. Then M² = w ε, and the root formula gives

Re M = √((|w ε| + Re(w ε))/2) → √(s/2), |M|² = |w ε| → s.

Since |N + 1|² = |N|² + 2 Re N + 1, multiplying by w gives

w |N + 1|² = |M|² + 2√w Re M + w → s.

The absorbed fraction therefore satisfies

(1 − R)/√w = 4√w Re N/(w |N + 1|²) = 4 Re M/(|M|² + 2√w Re M + w) → 4√(s/2)/s = 2√(2/s).

In Lean, `𝓝[>] 0` expresses the approach to zero from above. The statement `hA` is the limit of Re M, `hB` that of the denominator and `hlim` that of the quotient, while `hval` simplifies the value. `Tendsto.congr'` then replaces the rescaled expression by (1 − R)/√w, with which it agrees at every positive w. Continuity of N is not assumed.

```lean
/-- Hagen-Rubens law for a general conductor: if `w ε(w)` tends to `i s` with `s > 0` at low
frequency, then `(1 - R) / √w` tends to `2 √(2 / s)`. -/
theorem hagen_rubens_conductor {ε N : ℝ → ℂ} {s : ℝ} (hs : 0 < s)
    (hN : ∀ w, 0 < w → IsIndex (ε w) (N w))
    (hε : Tendsto (fun w : ℝ => (w : ℂ) * ε w) (𝓝[>] 0) (𝓝 (Complex.I * s))) :
    Tendsto (fun w => (1 - reflectivity (N w)) / √w) (𝓝[>] 0) (𝓝 (2 * √(2 / s))) := by
  have hs0 : Tendsto (fun w : ℝ => √w) (𝓝[>] 0) (𝓝 0) := by
    have h : Tendsto (fun w : ℝ => √w) (𝓝[>] 0) (𝓝 (√0)) :=
      (Real.continuous_sqrt.tendsto 0).mono_left nhdsWithin_le_nhds
    rwa [Real.sqrt_zero] at h
  have hnorm : Tendsto (fun w : ℝ => ‖(w : ℂ) * ε w‖) (𝓝[>] 0) (𝓝 s) := by
    have h := hε.norm
    have e : ‖Complex.I * (s : ℂ)‖ = s := by
      rw [norm_mul, Complex.norm_I, one_mul, Complex.norm_real, Real.norm_of_nonneg hs.le]
    rwa [e] at h
  have hre : Tendsto (fun w : ℝ => ((w : ℂ) * ε w).re) (𝓝[>] 0) (𝓝 0) := by
    have h := (Complex.continuous_re.tendsto _).comp hε
    have e : (Complex.I * (s : ℂ)).re = 0 := by simp
    rw [e] at h
    exact h
  -- the real part of the rescaled index `√w N` converges
  have hA : Tendsto (fun w : ℝ => √((‖(w : ℂ) * ε w‖ + ((w : ℂ) * ε w).re) / 2))
      (𝓝[>] 0) (𝓝 (√((s + 0) / 2))) :=
    (Real.continuous_sqrt.tendsto _).comp ((hnorm.add hre).div_const 2)
  have hB := (hnorm.add ((hs0.const_mul 2).mul hA)).add (hs0.pow 2)
  have hlim := (hA.const_mul 4).div hB (by simpa using hs.ne')
  have hroot : √(2 / s) = 2 * √(s / 2) / s := by
    have hq : √(s / 2) ^ 2 = s / 2 := Real.sq_sqrt (by positivity)
    have h2 : 2 / s = (2 * √(s / 2) / s) ^ 2 := by
      rw [div_pow, mul_pow, hq]
      field_simp
    rw [h2, Real.sqrt_sq (by positivity)]
  have hval : 4 * √((s + 0) / 2) / (s + 2 * 0 * √((s + 0) / 2) + 0 ^ 2)
      = 2 * √(2 / s) := by
    rw [hroot]
    simp only [add_zero, mul_zero, zero_mul, ne_eq, OfNat.ofNat_ne_zero,
      not_false_eq_true, zero_pow]
    ring
  rw [hval] at hlim
  refine Tendsto.congr' ?_ hlim
  filter_upwards [self_mem_nhdsWithin] with w hw
  have hw' : 0 < w := hw
  obtain ⟨hsqN, hp⟩ := hN w hw'
  have hsq : √w ^ 2 = w := Real.sq_sqrt hw'.le
  have hq : √w ≠ 0 := (Real.sqrt_pos.mpr hw').ne'
  have hD : ‖N w + 1‖ ≠ 0 := (norm_add_one_pos hp).ne'
  have hM : ((√w : ℝ) * N w : ℂ) ^ 2 = (w : ℂ) * ε w := by
    rw [mul_pow, hsqN, ← Complex.ofReal_pow, hsq]
  have hMre := re_of_sq hM
    (by rw [Complex.re_ofReal_mul]; exact mul_nonneg (Real.sqrt_nonneg w) hp.le)
  rw [Complex.re_ofReal_mul] at hMre
  have hMn : ‖(w : ℂ) * ε w‖ = w * ‖N w‖ ^ 2 := by
    rw [← hsqN, norm_mul, norm_pow, Complex.norm_real, Real.norm_of_nonneg hw'.le]
  have hn : ‖N w + 1‖ ^ 2 = ‖N w‖ ^ 2 + 2 * (N w).re + 1 := by
    rw [Complex.sq_norm, Complex.sq_norm, Complex.normSq_apply, Complex.normSq_apply]
    simp only [Complex.add_re, Complex.add_im, Complex.one_re, Complex.one_im]
    ring
  have hden : w * ‖N w‖ ^ 2 + 2 * √w * (√w * (N w).re) + √w ^ 2
      = √w ^ 2 * ‖N w + 1‖ ^ 2 := by
    rw [hn]
    linear_combination (-(‖N w‖ ^ 2)) * hsq
  change 4 * √((‖(w : ℂ) * ε w‖ + ((w : ℂ) * ε w).re) / 2) /
    (‖(w : ℂ) * ε w‖ + 2 * √w * √((‖(w : ℂ) * ε w‖ + ((w : ℂ) * ε w).re) / 2) + √w ^ 2) = _
  rw [← hMre, hMn, hden, one_sub_reflectivity hp, div_div,
    div_eq_div_iff (mul_ne_zero (pow_ne_zero 2 hq) (pow_ne_zero 2 hD))
      (mul_ne_zero (pow_ne_zero 2 hD) hq)]
  ring
```

## The Drude metal at low frequency

For w > 0, one factor of w cancels:

w ε(w) = w − wp²/(w + i g).

The right-hand side is continuous at w = 0 because g > 0, and its value there is

−wp²/(i g) = i wp²/g.

The proof follows the same route: continuity is `hc`, the value at zero is `e`, and the cancellation is carried out at positive frequencies only.

```lean
/-- At low frequency `w ε(w)` of the Drude metal tends to `i wp² / g`. -/
theorem drude_low_frequency {wp g : ℝ} (hg : 0 < g) :
    Tendsto (fun w : ℝ => (w : ℂ) * drudeEps wp g w) (𝓝[>] 0)
      (𝓝 (Complex.I * ((wp ^ 2 / g : ℝ) : ℂ))) := by
  have hgc : (g : ℂ) ≠ 0 := Complex.ofReal_ne_zero.mpr hg.ne'
  have hc : ContinuousAt
      (fun w : ℝ => (w : ℂ) - (wp : ℂ) ^ 2 / ((w : ℂ) + Complex.I * g)) 0 := by
    refine ContinuousAt.sub (by fun_prop) (ContinuousAt.div (by fun_prop) (by fun_prop) ?_)
    simpa using hg.ne'
  have e : ((0 : ℝ) : ℂ) - (wp : ℂ) ^ 2 / (((0 : ℝ) : ℂ) + Complex.I * g)
      = Complex.I * ((wp ^ 2 / g : ℝ) : ℂ) := by
    have h1 : (wp : ℂ) ^ 2 / g * g = (wp : ℂ) ^ 2 := div_mul_cancel₀ _ hgc
    rw [Complex.ofReal_zero, zero_sub, zero_add, ← neg_div,
      div_eq_iff (mul_ne_zero Complex.I_ne_zero hgc)]
    push_cast
    linear_combination h1 - ((wp : ℂ) ^ 2 / g * g) * Complex.I_sq
  rw [← e]
  refine Tendsto.congr' ?_ (hc.tendsto.mono_left nhdsWithin_le_nhds)
  filter_upwards [self_mem_nhdsWithin] with w hw
  have hw0 : (w : ℂ) ≠ 0 := Complex.ofReal_ne_zero.mpr (ne_of_gt hw)
  change (w : ℂ) - (wp : ℂ) ^ 2 / ((w : ℂ) + Complex.I * g) = (w : ℂ) * drudeEps wp g w
  have h2 : (w : ℂ) ^ 2 + Complex.I * g * w = w * (w + Complex.I * g) := by ring
  rw [drudeEps, h2, mul_sub, mul_one, ← mul_div_assoc, mul_div_mul_left _ _ hw0]
```

Thus s = wp²/g, and the general limit becomes

2√(2/s) = 2√(2g/wp²) = 2√(2g)/wp,

where wp > 0 is used to take the root of wp².

```lean
/-- Hagen-Rubens law for the Drude metal: `(1 - R) / √w` tends to `2 √(2 g) / wp` as the
frequency tends to zero from above. -/
theorem hagen_rubens_drude {wp g : ℝ} (hwp : 0 < wp) (hg : 0 < g) {N : ℝ → ℂ}
    (hN : ∀ w, 0 < w → IsIndex (drudeEps wp g w) (N w)) :
    Tendsto (fun w => (1 - reflectivity (N w)) / √w) (𝓝[>] 0)
      (𝓝 (2 * √(2 * g) / wp)) := by
  have h := hagen_rubens_conductor (s := wp ^ 2 / g) (by positivity) hN
    (drude_low_frequency hg)
  have e : 2 * √(2 / (wp ^ 2 / g)) = 2 * √(2 * g) / wp := by
    rw [div_div_eq_mul_div, Real.sqrt_div' _ (sq_nonneg wp), Real.sqrt_sq hwp.le]
    ring
  rwa [e] at h
```

## The law in terms of the static conductivity

With σ₀ = ε₀ wp²/g,

2√(2ε₀w/σ₀) = √w · 2√(2g)/wp.

Dividing the previous limit by its own non-zero value shows that

(1 − R)/(2√(2ε₀w/σ₀)) → 1.

This is the familiar form 1 − R ≈ 2√(2ε₀w/σ₀), in which the plasma frequency and the collision rate enter only through σ₀. The identity for the square roots is `h2` in the proof.

```lean
/-- The law in terms of the static conductivity `σ₀`: the ratio of `1 - R` to
`2 √(2 ε₀ w / σ₀)` tends to one at low frequency. -/
theorem hagen_rubens_dc {wp g e0 : ℝ} (hwp : 0 < wp) (hg : 0 < g) (he : 0 < e0) {N : ℝ → ℂ}
    (hN : ∀ w, 0 < w → IsIndex (drudeEps wp g w) (N w)) :
    Tendsto (fun w => (1 - reflectivity (N w)) / (2 * √(2 * e0 * w / dcConductivity e0 wp g)))
      (𝓝[>] 0) (𝓝 1) := by
  have hc : 2 * √(2 * g) / wp ≠ 0 := by positivity
  have h := (hagen_rubens_drude hwp hg hN).div_const (2 * √(2 * g) / wp)
  rw [div_self hc] at h
  refine Tendsto.congr' ?_ h
  filter_upwards [self_mem_nhdsWithin] with w hw
  have hw' : 0 < w := hw
  have h1 : 2 * e0 * w / dcConductivity e0 wp g = w * (2 * g / wp ^ 2) := by
    unfold dcConductivity
    field_simp
  have h2 : 2 * √(2 * e0 * w / dcConductivity e0 wp g) = √w * (2 * √(2 * g) / wp) := by
    rw [h1, Real.sqrt_mul hw'.le, Real.sqrt_div' _ (sq_nonneg wp), Real.sqrt_sq hwp.le]
    ring
  rw [h2, div_div]

end

end HagenRubens
```

```lean
#print axioms HagenRubens.hagen_rubens_drude
#print axioms HagenRubens.hagen_rubens_dc
```

```
'HagenRubens.hagen_rubens_drude' depends on axioms: [propext, Classical.choice, Quot.sound]
'HagenRubens.hagen_rubens_dc' depends on axioms: [propext, Classical.choice, Quot.sound]
```

## The collisionless limit and the range of the law

As g → 0 at fixed wp, the coefficient 2√(2g)/wp goes to zero. At g = 0 itself, which the theorems exclude, ε = 1 − wp²/w² is real and negative for 0 < w < wp. Both of its roots are then purely imaginary, so neither has positive real part, and |N − 1| = |N + 1| gives R = 1: the collisionless metal reflects everything below its plasma frequency.

For g > 0, the law gives the leading term as w → 0⁺, without an error bound at finite frequency. The model has a sharp, flat surface and leaves out interband transitions, any frequency dependence of the collision rate, and the non-local response that matters when the carriers' mean free path is not small compared with the penetration depth of the field.
